# In an open spin-1/2 trimer with equal couplings, a flipped spin crosses with probability at most 3/4 for Heisenberg bonds, but completely for XY bonds

## Two spins swap perfectly, so why not three?

Take two spins 1/2 coupled by \(S_1\cdot S_2\), with one of them flipped. The even and odd combinations of "flip on 1" and "flip on 2" have energies \(1/4\) and \(-3/4\). At \(t=\pi\) (with \(\hbar=1\)) their relative phase is \(-1\), and the flip has moved over completely. I expected the open trimer \(S_1\cdot S_2+S_2\cdot S_3\) to do the same from site 1 to site 3 if I waited long enough, but I never see it arrive fully. With XY bonds it does. What does the \(S^zS^z\) term spoil?

## Two even modes must turn against the odd one together

Two spins have one energy gap, so one waiting time suffices. Three spins have two even modes, and both must acquire the phase \(-1\) relative to the odd mode at the same moment. The Heisenberg energies never allow this.

Use bonds \(S^xS^x+S^yS^y+\Delta S^zS^z\), where \(\Delta\) is the anisotropy, and write \((a,b,c)\) for the amplitudes of the flip on sites 1, 2, 3. The transverse terms move the flip to a neighbour with amplitude \(1/2\). The \(S^zS^z\) terms cancel for a flip at an end and give \(-\Delta/2\) in the centre. Hence
\[
H(a,b,c)=\left(\tfrac b2,\ \tfrac{a+c-\Delta b}{2},\ \tfrac b2\right).
\]
The odd mode \((1,0,-1)\) has energy 0. Since \(H(1,2p,1)=(p,\,1-\Delta p,\,p)\), the even mode \((1,2p,1)\) has energy \(p\) when \(2p^2+\Delta p=1\). With \(p\ne q\) the two roots,
\[
(1,0,0)=\frac{-q\,(1,2p,1)+p\,(1,2q,1)}{2(p-q)}+\tfrac12(1,0,-1).
\]
Giving each mode its phase and reading off site 3 yields
\[
A(t)=\frac{p\,e^{-iqt}-q\,e^{-ipt}}{2(p-q)}-\frac12 .
\]

For \(\Delta=1\) the roots are \(1/2\) and \(-1\), so \(A=\tfrac16e^{it}+\tfrac13e^{-it/2}-\tfrac12\). Modulus 1 would need \(e^{it}=e^{-it/2}=-1\), but the second equality forces \(e^{it}=1\). Quantitatively, let \(u=\cos(t/2)\) and \(s=\sin(t/2)\). Then \(\operatorname{Re}A=(u-1)(u+2)/3\) and \(\operatorname{Im}A=s(u-1)/3\), and with \(s^2=1-u^2\)
\[
|A|^2=\frac{(1-u)^2(5+4u)}9=\frac34-\frac{(u+\frac12)^2(7-4u)}9\le\frac34 ,
\]
with equality at \(u=-\tfrac12\), for example at \(t=4\pi/3\).

For \(\Delta=0\) the roots are \(\pm\sqrt2/2\), so \(A=\tfrac12(\cos(t/\sqrt2)-1)\), which is \(-1\) at \(t=\sqrt2\,\pi\). Here the two even energies are opposite, so both phases reach \(-1\) together. The \(S^zS^z\) term spoils this symmetry. That does not rule out complete transfer for every \(\Delta\ne0\): for \(\Delta=4/\sqrt6\) the roots are \(1/\sqrt6\) and \(-3/\sqrt6\), and both phases are \(-1\) at \(t=\sqrt6\,\pi\). For the Heisenberg value \(\Delta=1\) they never are.

As a numerical instance, the Heisenberg trimer at \(t=2\pi\) has \(A=\tfrac16-\tfrac13-\tfrac12=-\tfrac23\), a probability of \(4/9\).

In an exact-diagonalisation calculation, one builds the \(3\times3\) block of fixed total \(S^z\) and sums \(\langle3|k\rangle\langle k|1\rangle e^{-iE_kt}\) over its eigenvectors. For \(\Delta=1\) the normalised ones are \((1,1,1)/\sqrt3\), \((1,-2,1)/\sqrt6\) and \((1,0,-1)/\sqrt2\), with weights \(\tfrac13,\tfrac16,-\tfrac12\).

## The trimer in Lean

The Lean file treats the trimer on its full eight-dimensional space. In `Spins`, index 0 is up and 1 is down, so `(0, 0, 1)` is the flip on site 3. `bonds` places a spin matrix on both bonds by Kronecker products, and `xxz Δ` is \(H\). `oneFlip a b c` is a state that need not be normalised. `transfer Δ t` is the amplitude \(A(t)\), not the probability, and uses the true matrix exponential.

`heisenberg_bound` states the maximum \(3/4\) over all real times and its attainment; `xy_transfer` gives the value \(-1\). `heisenberg_imperfect_xy_perfect` combines the consequences for the modulus.

The result bears on spin chains as quantum wires, for three sites with equal, constant couplings. That a real trimer is isolated and follows this Hamiltonian is a physical assumption; for coupling \(J\), time is in units of \(\hbar/J\).

```lean
import Mathlib

open Matrix
open scoped Kronecker

namespace TrimerStateTransfer

noncomputable section

/-- The spin-1/2 matrix `Sx`; index 0 is spin up and index 1 is spin down. -/
def sx : Matrix (Fin 2) (Fin 2) ℂ := !![0, 1 / 2; 1 / 2, 0]

/-- The spin-1/2 matrix `Sy`. -/
def sy : Matrix (Fin 2) (Fin 2) ℂ := !![0, -Complex.I / 2; Complex.I / 2, 0]

/-- The spin-1/2 matrix `Sz`. -/
def sz : Matrix (Fin 2) (Fin 2) ℂ := !![1 / 2, 0; 0, -1 / 2]

/-- The basis labels of three spins 1/2. -/
abbrev Spins := Fin 2 × Fin 2 × Fin 2

/-- The coupling of one spin component `a` along the two bonds 1-2 and 2-3 of the open trimer. -/
def bonds (a : Matrix (Fin 2) (Fin 2) ℂ) : Matrix Spins Spins ℂ :=
  a ⊗ₖ (a ⊗ₖ (1 : Matrix (Fin 2) (Fin 2) ℂ)) + (1 : Matrix (Fin 2) (Fin 2) ℂ) ⊗ₖ (a ⊗ₖ a)

/-- The open trimer with bonds `SxSx + SySy + Δ SzSz`: Heisenberg for `Δ = 1`, XY for `Δ = 0`. -/
def xxz (Δ : ℝ) : Matrix Spins Spins ℂ := bonds sx + bonds sy + (Δ : ℂ) • bonds sz

/-- The state with one spin down, with amplitudes `a`, `b`, `c` for it to sit on site 1, 2, 3. -/
def oneFlip (a b c : ℂ) : Spins → ℂ := fun s =>
  if s = (1, 0, 0) then a else if s = (0, 1, 0) then b else if s = (0, 0, 1) then c else 0

/-- The amplitude to find the flipped spin on site 3 at time `t` (with `ħ = 1`)
when it starts on site 1. -/
def transfer (Δ t : ℝ) : ℂ :=
  (NormedSpace.exp ((-(Complex.I * t)) • xxz Δ) *ᵥ oneFlip 1 0 0) (0, 0, 1)

/-- The exponential of a matrix multiplies an eigenvector by the exponential of its eigenvalue. -/
theorem exp_mulVec_of_eigen (A : Matrix Spins Spins ℂ) (v : Spins → ℂ) (a : ℂ)
    (h : A *ᵥ v = a • v) : NormedSpace.exp A *ᵥ v = Complex.exp a • v := by
  let : NormedRing (Matrix Spins Spins ℂ) := Matrix.linftyOpNormedRing
  let : NormedAlgebra ℂ (Matrix Spins Spins ℂ) := Matrix.linftyOpNormedAlgebra
  have hpow : ∀ n : ℕ, A ^ n *ᵥ v = a ^ n • v := by
    intro n
    induction n with
    | zero => simp
    | succ n ih =>
      rw [pow_succ, ← Matrix.mulVec_mulVec, h, Matrix.mulVec_smul, ih, smul_smul, pow_succ,
        mul_comm]
  -- apply the power series of the exponential to the vector, term by term
  have h1 := (NormedSpace.exp_series_hasSum_exp' (𝕂 := ℂ) A).map
    (AddMonoidHom.mk' (fun M : Matrix Spins Spins ℂ => M *ᵥ v)
      (fun M N => Matrix.add_mulVec M N v))
    (continuous_id.matrix_mulVec continuous_const)
  have h2 := (NormedSpace.exp_series_hasSum_exp' (𝕂 := ℂ) a).smul_const v
  rw [Complex.exp_eq_exp_ℂ]
  refine h1.unique ?_
  convert h2 using 1
  funext n
  simp [Matrix.smul_mulVec, hpow, smul_smul]

/-- The trimer Hamiltonian maps one-flip states to one-flip states: it moves the flipped spin
between neighbours with amplitude 1/2 and gives it the energy `-Δ/2` on the central site. -/
theorem xxz_mulVec_oneFlip (Δ : ℝ) (a b c : ℂ) :
    xxz Δ *ᵥ oneFlip a b c = oneFlip (b / 2) ((a + c - Δ * b) / 2) (b / 2) := by
  ext ⟨i, j, k⟩
  fin_cases i <;> fin_cases j <;> fin_cases k <;>
    simp [xxz, bonds, sx, sy, sz, oneFlip, Matrix.mulVec, dotProduct, Fintype.sum_prod_type,
      Fin.sum_univ_two, Matrix.one_apply] <;>
    ring_nf <;> simp only [Complex.I_sq] <;> ring

/-- Scaling a one-flip state scales its three site amplitudes. -/
theorem smul_oneFlip (k a b c : ℂ) :
    k • oneFlip a b c = oneFlip (k * a) (k * b) (k * c) := by
  ext s
  simp only [oneFlip, Pi.smul_apply, smul_eq_mul]
  split_ifs <;> simp

/-- If `p` solves `2p² + Δp = 1`, the mirror-even state with amplitudes `1, 2p, 1`
is an eigenstate of energy `p`. -/
theorem even_mode (Δ p : ℝ) (hp : 2 * p ^ 2 + Δ * p = 1) :
    xxz Δ *ᵥ oneFlip 1 (2 * p) 1 = (p : ℂ) • oneFlip 1 (2 * p) 1 := by
  have hp' : 2 * (p : ℂ) ^ 2 + Δ * p = 1 := by exact_mod_cast hp
  have h1 : 2 * (p : ℂ) / 2 = p * 1 := by ring
  have h2 : (1 + 1 - (Δ : ℂ) * (2 * p)) / 2 = p * (2 * p) := by linear_combination -hp'
  rw [xxz_mulVec_oneFlip, smul_oneFlip, h1, h2]

/-- For two distinct roots `p`, `q` of `2x² + Δx = 1`, the transfer amplitude is a sum of
two oscillating phases and a constant. -/
theorem transfer_eq (Δ t p q : ℝ) (hp : 2 * p ^ 2 + Δ * p = 1)
    (hq : 2 * q ^ 2 + Δ * q = 1) (hpq : p ≠ q) :
    transfer Δ t = (p * Complex.exp (-(Complex.I * t) * q)
      - q * Complex.exp (-(Complex.I * t) * p)) / (2 * (p - q)) - 1 / 2 := by
  have hc : (p : ℂ) - q ≠ 0 := sub_ne_zero.mpr (by exact_mod_cast hpq)
  have evolve : ∀ (v : Spins → ℂ) (E : ℂ), xxz Δ *ᵥ v = E • v →
      NormedSpace.exp ((-(Complex.I * t)) • xxz Δ) *ᵥ v
        = Complex.exp (-(Complex.I * t) * E) • v := by
    intro v E h
    apply exp_mulVec_of_eigen
    rw [Matrix.smul_mulVec, h, smul_smul]
  have odd : xxz Δ *ᵥ oneFlip 1 0 (-1) = (0 : ℂ) • oneFlip 1 0 (-1) := by
    rw [xxz_mulVec_oneFlip, smul_oneFlip]
    congr 1 <;> ring
  -- expand the initial state in the three eigenmodes
  have start : oneFlip 1 0 0 = (-q / (2 * (p - q)) : ℂ) • oneFlip 1 (2 * p) 1
      + (p / (2 * (p - q)) : ℂ) • oneFlip 1 (2 * q) 1
      + (1 / 2 : ℂ) • oneFlip 1 0 (-1) := by
    ext s
    simp only [oneFlip, Pi.add_apply, Pi.smul_apply, smul_eq_mul]
    split_ifs <;> field_simp <;> ring
  have last : ∀ a b c : ℂ, oneFlip a b c (0, 0, 1) = c := by
    intro a b c
    simp [oneFlip]
  rw [transfer, start, Matrix.mulVec_add, Matrix.mulVec_add, Matrix.mulVec_smul,
    Matrix.mulVec_smul, Matrix.mulVec_smul, evolve _ _ (even_mode Δ p hp),
    evolve _ _ (even_mode Δ q hq), evolve _ _ odd]
  simp only [Pi.add_apply, Pi.smul_apply, smul_eq_mul, last, mul_zero, Complex.exp_zero]
  ring

/-- The phase acquired at real energy `E` in time `t`, split into cosine and sine. -/
theorem phase_eq (t E : ℝ) : Complex.exp (-(Complex.I * t) * E)
    = (Real.cos (E * t) : ℂ) - (Real.sin (E * t) : ℂ) * Complex.I := by
  have h : -(Complex.I * t) * (E : ℂ) = ((-(E * t) : ℝ) : ℂ) * Complex.I := by
    push_cast
    ring
  rw [h, Complex.exp_mul_I, ← Complex.ofReal_cos, ← Complex.ofReal_sin, Real.cos_neg,
    Real.sin_neg, Complex.ofReal_neg]
  ring

/-- The transfer probability of the Heisenberg trimer as a function of time. -/
theorem heisenberg_probability (t : ℝ) : ‖transfer 1 t‖ ^ 2
    = 3 / 4 - (Real.cos (t / 2) + 1 / 2) ^ 2 * (7 - 4 * Real.cos (t / 2)) / 9 := by
  have hc : Real.cos (-1 * t) = 2 * Real.cos (t / 2) ^ 2 - 1 := by
    rw [show -1 * t = -(2 * (t / 2)) by ring, Real.cos_neg, Real.cos_two_mul]
  have hs : Real.sin (-1 * t) = -(2 * Real.sin (t / 2) * Real.cos (t / 2)) := by
    rw [show -1 * t = -(2 * (t / 2)) by ring, Real.sin_neg, Real.sin_two_mul]
  have key : transfer 1 t
      = (((2 * Real.cos (t / 2) ^ 2 - 1) / 6 + Real.cos (t / 2) / 3 - 1 / 2 : ℝ) : ℂ)
      + ((Real.sin (t / 2) * Real.cos (t / 2) / 3 - Real.sin (t / 2) / 3 : ℝ) : ℂ)
        * Complex.I := by
    rw [transfer_eq 1 t (1 / 2) (-1) (by norm_num) (by norm_num) (by norm_num),
      phase_eq, phase_eq, hc, hs, show 1 / 2 * t = t / 2 by ring]
    push_cast
    ring
  rw [key, Complex.sq_norm, Complex.normSq_add_mul_I]
  have h := Real.sin_sq_add_cos_sq (t / 2)
  linear_combination ((Real.cos (t / 2) - 1) ^ 2 / 9) * h

/-- In the Heisenberg trimer the transfer probability never exceeds 3/4, and it reaches
this value at time `4π/3`. -/
theorem heisenberg_bound : (∀ t : ℝ, ‖transfer 1 t‖ ^ 2 ≤ 3 / 4) ∧
    ‖transfer 1 (4 * Real.pi / 3)‖ ^ 2 = 3 / 4 := by
  constructor
  · intro t
    rw [heisenberg_probability]
    have h : 0 ≤ 7 - 4 * Real.cos (t / 2) := by linarith [Real.cos_le_one (t / 2)]
    have := mul_nonneg (sq_nonneg (Real.cos (t / 2) + 1 / 2)) h
    linarith
  · rw [heisenberg_probability, show 4 * Real.pi / 3 / 2 = Real.pi - Real.pi / 3 by ring,
      Real.cos_pi_sub, Real.cos_pi_div_three]
    norm_num

/-- With XY bonds the transfer amplitude at time `√2 π` is `-1`. -/
theorem xy_transfer : transfer 0 (√2 * Real.pi) = -1 := by
  have h : √2 * √2 = (2 : ℝ) := Real.mul_self_sqrt (by norm_num)
  have hpos : 0 < √(2 : ℝ) := Real.sqrt_pos.mpr (by norm_num)
  have hne : ((√2 : ℝ) : ℂ) ≠ 0 := by exact_mod_cast hpos.ne'
  -- both even modes have acquired the phase -1
  have e1 : √2 / 2 * (√2 * Real.pi) = Real.pi := by linear_combination (Real.pi / 2) * h
  have e2 : -(√2 / 2) * (√2 * Real.pi) = -Real.pi := by
    linear_combination (-Real.pi / 2) * h
  rw [transfer_eq 0 _ (√2 / 2) (-(√2 / 2)) (by linear_combination h / 2)
    (by linear_combination h / 2) (by linarith), phase_eq, phase_eq, e1, e2,
    Real.cos_neg, Real.sin_neg, Real.cos_pi, Real.sin_pi]
  push_cast
  rw [show ((√2 : ℝ) : ℂ) / 2 - -(((√2 : ℝ) : ℂ) / 2) = ((√2 : ℝ) : ℂ) by ring]
  field_simp
  ring

/-- A flipped spin is never transferred with modulus 1 from end to end of the Heisenberg trimer,
whereas with XY bonds the modulus is 1 at time `√2 π`. -/
theorem heisenberg_imperfect_xy_perfect :
    (∀ t : ℝ, ‖transfer 1 t‖ < 1) ∧ ‖transfer 0 (√2 * Real.pi)‖ = 1 := by
  constructor
  · intro t
    nlinarith [heisenberg_bound.1 t, norm_nonneg (transfer 1 t)]
  · rw [xy_transfer, norm_neg, norm_one]

end

end TrimerStateTransfer
```

```lean
#print axioms TrimerStateTransfer.heisenberg_imperfect_xy_perfect
```

```
'TrimerStateTransfer.heisenberg_imperfect_xy_perfect' depends on axioms: [propext, Classical.choice, Quot.sound]
```

## From eigenmodes to the bound

`exp_mulVec_of_eigen` shows by induction that \(A^nv=a^nv\), then sums the exponential series applied to \(v\). `xxz_mulVec_oneFlip` checks the action of \(H\) on all eight components, and `even_mode` inserts the quadratic equation.

In `transfer_eq`, `start` is the expansion of the initial state and `evolve` attaches the phases. `phase_eq` splits these into cosine and sine. `heisenberg_probability` then uses the double-angle formulas, and its closing `linear_combination` inserts \(\sin^2+\cos^2=1\). The bound follows because the subtracted term is a square times a positive factor. For XY bonds, `e1` and `e2` compute the phase angles \(\pm\pi\).
